# Classical and zero-point bounds on the free-energy rise of a stiffening harmonic mode

A single quantum harmonic mode with `x = ħω / kT` has free energy ln(2 sinh(x/2)) in units of kT, zero-point energy included. The theorem `mode_bounds` takes 0 < x ≤ y, which at fixed temperature means that the mode stiffens or keeps its frequency. It states that the free energy in these units then changes by at least the larger of ln(y/x), the classical value, and (y − x)/2, the zero-point value, and by at most their sum. The attempt gets the classical bound from the growth of sinh t / t and the zero-point bound from the growth of the thermal part ln(1 − exp(−x)). For the upper bound it uses two tangent-line inequalities for the exponential.

An attempt in Lean 4 with a fault in it:

```lean
import Mathlib

open Filter Topology

namespace SurfaceVibrationBounds

noncomputable section

/-- Reduced free energy `F / kT` of a harmonic vibration with `x = ħω / kT`. -/
def reducedFree (x : ℝ) : ℝ := Real.log (2 * Real.sinh (x / 2))

/-- The reduced free energy is the zero-point part `x / 2` plus the thermal part
`ln (1 - exp (-x))`. -/
theorem reducedFree_eq {x : ℝ} (hx : 0 < x) :
    reducedFree x = x / 2 + Real.log (1 - Real.exp (-x)) := by
  have hlt : Real.exp (-x) < 1 := Real.exp_lt_one_iff.2 (by linarith)
  have h : 2 * Real.sinh (x / 2) = Real.exp (x / 2) * (1 - Real.exp (-x)) := by
    have e : Real.exp (x / 2) * Real.exp (-x) = Real.exp (-(x / 2)) := by
      rw [← Real.exp_add]
      congr 1
      ring
    rw [Real.sinh_eq]
    linear_combination e
  unfold reducedFree
  rw [h, Real.log_mul (Real.exp_pos _).ne' (sub_pos.2 hlt).ne', Real.log_exp]

/-- The ratio `sinh t / t` does not decrease for positive `t`, written without division. -/
theorem sinh_ratio {a b : ℝ} (ha : 0 < a) (hab : a ≤ b) :
    b * Real.sinh a ≤ a * Real.sinh b := by
  -- first `sinh a ≤ a cosh a`, from the sign of a derivative
  have hd : ∀ t : ℝ, HasDerivAt (fun t => t * Real.cosh t - Real.sinh t)
      (t * Real.sinh t) t := fun t =>
    (((hasDerivAt_id' t).fun_mul (Real.hasDerivAt_cosh t)).fun_sub
      (Real.hasDerivAt_sinh t)).congr_deriv (by ring)
  have hm : MonotoneOn (fun t : ℝ => t * Real.cosh t - Real.sinh t) (Set.Ici 0) := by
    apply monotoneOn_of_deriv_nonneg (convex_Ici 0)
    · exact fun t _ => (hd t).continuousAt.continuousWithinAt
    · exact fun t _ => (hd t).differentiableAt.differentiableWithinAt
    · intro t ht
      rw [interior_Ici] at ht
      have ht' : 0 < t := ht
      rw [(hd t).deriv]
      exact mul_nonneg ht'.le (Real.sinh_nonneg_iff.2 ht'.le)
  have h0 := hm (Set.mem_Ici.2 le_rfl) (Set.mem_Ici.2 ha.le) ha.le
  simp only [Real.cosh_zero, Real.sinh_zero] at h0
  have h1 : Real.sinh a ≤ a * Real.cosh a := by linarith
  -- then the addition theorem for `b = a + (b - a)`
  have h2 : Real.sinh b = Real.sinh a * Real.cosh (b - a) + Real.cosh a * Real.sinh (b - a) := by
    rw [← Real.sinh_add]
    congr 1
    ring
  have h3 := mul_le_mul_of_nonneg_left (Real.one_le_cosh (b - a)) (Real.sinh_nonneg_iff.2 ha.le)
  have h4 := mul_le_mul_of_nonneg_left (Real.self_le_sinh_iff.2 (sub_nonneg.2 hab))
    (Real.cosh_pos a).le
  have h5 : Real.sinh a + Real.cosh a * (b - a) ≤ Real.sinh b := by linarith
  have h6 := mul_le_mul_of_nonneg_left h5 ha.le
  have h7 := mul_le_mul_of_nonneg_left h1 (sub_nonneg.2 hab)
  linarith

/-- For one mode that stiffens from `x` to `y`, the change of reduced free energy is at least the
larger of `ln (y / x)` and `(y - x) / 2`, and at most their sum. -/
theorem mode_bounds {x y : ℝ} (hx : 0 < x) (hxy : x ≤ y) :
    max (Real.log (y / x)) ((y - x) / 2) ≤ reducedFree y - reducedFree x ∧
      reducedFree y - reducedFree x ≤ Real.log (y / x) + (y - x) / 2 := by
  have hy : 0 < y := hx.trans_le hxy
  have ex : Real.exp (-x) < 1 := Real.exp_lt_one (by linarith)
  have ey : Real.exp (-y) < 1 := Real.exp_lt_one (by linarith)
  refine ⟨max_le ?_ ?_, ?_⟩
  · -- classical bound: `sinh t / t` increases
    have sx : 0 < Real.sinh (x / 2) := Real.sinh_pos_iff.2 (by linarith)
    have sy : 0 < Real.sinh (y / 2) := Real.sinh_pos_iff.2 (by linarith)
    have h := sinh_ratio (a := x / 2) (b := y / 2) (by linarith) (by linarith)
    unfold reducedFree
    rw [← Real.log_div (by positivity) (by positivity)]
    apply Real.log_le_log (div_pos hy hx)
    rw [div_le_div_iff₀ hx (by positivity)]
    linarith
  · -- zero-point bound: the thermal part increases
    have h : Real.log (1 - Real.exp (-x)) ≤ Real.log (1 - Real.exp (-y)) := by
      apply Real.log_le_log (by linarith)
      have := Real.exp_le_exp.2 (neg_le_neg hxy)
      linarith
    rw [reducedFree_eq hx, reducedFree_eq hy]
    linarith
  · -- upper bound: `(1 - exp (-x)) / x` decreases, by two tangent lines of `exp`
    have h1 : Real.exp (-x) * (1 - (y - x)) ≤ Real.exp (-y) := by
      have e : Real.exp (-y) = Real.exp (-x) * Real.exp (-(y - x)) := by
        rw [← Real.exp_add]
        congr 1
        ring
      rw [e]
      apply mul_le_mul_of_nonneg_left _ (Real.exp_pos _).le
      linarith [Real.add_one_le_exp (-(y - x))]
    have h2 : Real.exp (-x) * (1 + x) ≤ 1 := by
      have e : Real.exp (-x) * Real.exp x = 1 := by
        rw [← Real.exp_add, neg_add_cancel, Real.exp_zero]
      have := mul_le_mul_of_nonneg_left (Real.add_one_le_exp x) (Real.exp_pos (-x)).le
      linarith
    have h3 : x * (1 - Real.exp (-y)) ≤ y * (1 - Real.exp (-x)) := by
      nlinarith [mul_le_mul_of_nonneg_left h1 hx.le,
        mul_le_mul_of_nonneg_left h2 (sub_nonneg.2 hxy)]
    have h4 := Real.log_le_log (mul_pos hx (by linarith)) h3
    rw [Real.log_mul hx.ne' (by linarith), Real.log_mul hy.ne' (by linarith)] at h4
    rw [reducedFree_eq hx, reducedFree_eq hy, Real.log_div hy.ne' hx.ne']
    linarith

end

end SurfaceVibrationBounds
```

Compiling this gives:

```
Main.lean:66:33: error(lean.unknownIdentifier): Unknown constant `Real.exp_lt_one`
Main.lean:67:33: error(lean.unknownIdentifier): Unknown constant `Real.exp_lt_one`
```

What went wrong. Both messages say the same thing: Lean knows no constant called `Real.exp_lt_one`. The proof calls it twice, to show that exp(−x) and exp(−y) are less than 1. The facts are true for positive x and y, and only the name is at fault.

The repair uses `Real.exp_lt_one_iff`, which the file already uses in `reducedFree_eq`. It is an equivalence: the exponential of a number is less than 1 exactly when the number is negative. The added `.2` takes the direction from the negative exponent to the bound, and `linarith` still supplies the proof that −x or −y is negative.

The diff also changes the line with `Real.log_mul`, where 1 − exp(−y) and 1 − exp(−x) must be nonzero. There `linarith` gives way to explicit proofs from `ey` and `ex`: each difference is positive, hence not zero. No message points to that line, so this change is tidying as far as the compiler's report shows.

Fix (accepted with no message):

```diff
@@ -64,6 +64,6 @@
       reducedFree y - reducedFree x ≤ Real.log (y / x) + (y - x) / 2 := by
   have hy : 0 < y := hx.trans_le hxy
-  have ex : Real.exp (-x) < 1 := Real.exp_lt_one (by linarith)
-  have ey : Real.exp (-y) < 1 := Real.exp_lt_one (by linarith)
+  have ex : Real.exp (-x) < 1 := Real.exp_lt_one_iff.2 (by linarith)
+  have ey : Real.exp (-y) < 1 := Real.exp_lt_one_iff.2 (by linarith)
   refine ⟨max_le ?_ ?_, ?_⟩
   · -- classical bound: `sinh t / t` increases
@@ -101,5 +101,5 @@
         mul_le_mul_of_nonneg_left h2 (sub_nonneg.2 hxy)]
     have h4 := Real.log_le_log (mul_pos hx (by linarith)) h3
-    rw [Real.log_mul hx.ne' (by linarith), Real.log_mul hy.ne' (by linarith)] at h4
+    rw [Real.log_mul hx.ne' (sub_pos.2 ey).ne', Real.log_mul hy.ne' (sub_pos.2 ex).ne'] at h4
     rw [reducedFree_eq hx, reducedFree_eq hy, Real.log_div hy.ne' hx.ne']
     linarith
```
